# Stability threshold $d^3 \ge 4\zeta(3)\alpha$ of a chain of coupled dipoles

Take two isotropic oscillating dipoles $u_1, u_2 \in \mathbb{R}^3$ with static polarizability $\alpha > 0$ (Gaussian units) and free frequency $\omega_0$, a distance $d > 0$ apart on the $z$ axis. A dipole $u$ produces the field $-T(R)u$ at separation $R$, with $T(R) = (|R|^2 I - 3RR^{\mathsf T})/|R|^5$, so $\ddot u_1 = -\omega_0^2(u_1 + \alpha T u_2)$ and likewise for $u_2$. Here $T = \mathrm{diag}(1,1,-2)/d^3$. In-phase motion along $z$ has $\omega^2/\omega_0^2 = 1 - 2\alpha/d^3$, negative once $d^3 < 2\alpha$. In a chain every further site adds to this softening.

## Claim and derivation

Place dipoles $u_m$ at $m d\, e_z$, $m \in \mathbb{Z}$. In units of $\omega_0^2$ the force map sends $u_m$ to $u_m + \alpha\sum_{n \ne 0} T(n d\, e_z)u_{m+n}$. Let $S(q) = \sum_{n\ge1}\cos(nq)/n^3$ for a dimensionless wave number $q$, the phase advance per site. The squared frequencies are
$$L(q) = 1 - 4\alpha S(q)/d^3, \qquad P(q) = 1 + 2\alpha S(q)/d^3$$
for longitudinal and transverse polarization, and both are nonnegative for all $q$ if and only if $d^3 \ge 4\zeta(3)\alpha$.

1. For $R = z e_z$, $z \neq 0$, the numerator of $T$ is $z^2\,\mathrm{diag}(1,1,1-3)$, so $T = \mathrm{diag}(w)/|z|^3$ with $w = (w_0,w_1,w_2) = (1,1,-2)$.
2. Since $\cos(\theta+nq)+\cos(\theta-nq) = 2\cos\theta\cos nq$, pairing $n$ with $-n$ gives $\sum_{n\ne0}\cos(\theta+nq)/|n|^3 = 2S(q)\cos\theta$, absolutely convergent by comparison with $\sum 1/n^3$.
3. For $u_m = \cos(qm+\varphi)e_i$, with phase $\varphi$ and unit vector $e_i$, put $\theta = qm+\varphi$. The lattice sum is $(2w_iS(q)/d^3)\,u_m$, so the wave is multiplied by $1 + 2\alpha w_iS(q)/d^3$, which is $P$ for $i=0,1$ and $L$ for $i=2$.
4. Termwise, $S(0)=\zeta(3)$ and $|S(q)|\le\zeta(3)$. Equality $S(q)=\zeta(3)$ forces $\cos q=1$ in the $n=1$ term, and $q\in2\pi\mathbb{Z}$ makes every cosine $1$.
5. $L(q)-L(0) = (4\alpha/d^3)(\zeta(3)-S(q)) \ge 0$, with equality exactly on $2\pi\mathbb{Z}$, and $L(0)\ge0$ means $d^3\ge4\zeta(3)\alpha$.
6. Under that condition $P(q)\ge1-2\alpha\zeta(3)/d^3\ge 1/2$.

Nonnegativity for all $q$ includes $L(0)\ge0$; conversely, steps 5 and 6 give both signs.

With $\alpha=1$ and $\zeta(3)\approx1.2021$ the threshold is $d^3\approx4.808$, $d\approx1.688$. At $d=2$, $L(0)\approx1-4.808/8=0.399$. At $d=1.5$, $d^3=3.375$ and $L(0)\approx-0.425$, although the pair still has $1-2/3.375>0$.

In the oscillator model of many-body dispersion the energy contains the zero-point terms $\tfrac12\hbar\omega$, which are real only for nonnegative $\omega^2$; the threshold marks this limit for an infinite straight chain of identical, undamped point dipoles without retardation.

## Formal development

```lean
import Mathlib

open Matrix Real

namespace DipoleChainDispersion

noncomputable section
```

Vectors are functions on `Fin 3`, with indices $0,1,2$ for $x,y,z$. `dipoleTensor` is $T$, `axisWeight` is $w$, and `chainCoupling d n` is $T(nd\,e_z)$, set to zero at $n=0$.

```lean
/-- The dipole-dipole tensor `(|R|² δᵢⱼ - 3 Rᵢ Rⱼ) / |R|⁵` for separation `R`. -/
def dipoleTensor (R : Fin 3 → ℝ) : Matrix (Fin 3) (Fin 3) ℝ :=
  Matrix.of fun i j =>
    ((R ⬝ᵥ R) * (if i = j then 1 else 0) - 3 * R i * R j) / √(R ⬝ᵥ R) ^ 5

/-- The diagonal weights `(1, 1, -2)` for polarization along x, y and z. -/
def axisWeight : Fin 3 → ℝ := ![1, 1, -2]

/-- Coupling of two sites `n` steps apart on a chain along z with spacing `d`,
without self-coupling. -/
def chainCoupling (d : ℝ) (n : ℤ) : Matrix (Fin 3) (Fin 3) ℝ :=
  if n = 0 then 0 else dipoleTensor ![0, 0, n * d]
```

The index of `S` starts at $0$, so the prose's $n$ appears as `(n : ℝ) + 1`. `zeta3` is the real part of `riemannZeta 3`.

```lean
/-- The lattice sum `S(q) = ∑_{n ≥ 1} cos(n q) / n³`. -/
def S (q : ℝ) : ℝ := ∑' n : ℕ, cos (((n : ℝ) + 1) * q) / ((n : ℝ) + 1) ^ 3

/-- The value `ζ(3)` of the Riemann zeta function, as a real number. -/
def zeta3 : ℝ := (riemannZeta 3).re
```

`longSq` is $L$, `transSq` is $P$, `sqFreq` lists them by axis, and `wave` is $\cos(qm+\varphi)e_i$. The equation of motion in time is not modelled: "squared frequency" names the multiplier of the force map.

```lean
/-- Squared longitudinal frequency in units of the squared free frequency. -/
def longSq (α d q : ℝ) : ℝ := 1 - 4 * α * S q / d ^ 3

/-- Squared transverse frequency in units of the squared free frequency. -/
def transSq (α d q : ℝ) : ℝ := 1 + 2 * α * S q / d ^ 3

/-- Squared frequency for polarization along x, y (transverse) and z (longitudinal). -/
def sqFreq (α d q : ℝ) : Fin 3 → ℝ := ![transSq α d q, transSq α d q, longSq α d q]

/-- Dipole at site `m` of a wave with wave number `q`, phase `φ` and polarization axis `i`. -/
def wave (q φ : ℝ) (i : Fin 3) (m : ℤ) : Fin 3 → ℝ :=
  cos (q * m + φ) • (Pi.single i 1 : Fin 3 → ℝ)
```

Step 1. `key` states $|z|^3z^2/|z|^5=1$, and each nonzero diagonal entry is $1$ or $-2$ times it.

```lean
/-- For a nonzero separation `z` along the z axis, `|z|³` times the dipole tensor is
`diag(1, 1, -2)`. -/
theorem dipoleTensor_axis (z : ℝ) (hz : z ≠ 0) :
    |z| ^ 3 • dipoleTensor ![0, 0, z] = diagonal axisWeight := by
  have h1 : (![0, 0, z] : Fin 3 → ℝ) ⬝ᵥ ![0, 0, z] = z ^ 2 := by
    simp [dotProduct, Fin.sum_univ_three, sq]
  have habs : |z| ≠ 0 := abs_ne_zero.mpr hz
  have key : |z| ^ 3 * (z ^ 2 / |z| ^ 5) = 1 := by
    rw [← sq_abs z]
    field_simp
  ext i j
  simp only [dipoleTensor, Matrix.smul_apply, Matrix.of_apply, h1, Real.sqrt_sq_eq_abs,
    smul_eq_mul]
  generalize |z| = a at key ⊢
  fin_cases i <;> fin_cases j <;> simp [axisWeight] <;>
    first
      | linear_combination key
      | linear_combination (-2) * key
```

Step 2. `summable_cos` is the comparison test. In `lattice_sum`, `e1` and `e2` identify the terms at $n+1$ and $-(n+1)$, `hsum` cancels the sines through `cos_add` and `cos_sub`, and `HasSum.of_add_one_of_neg_add_one` assembles the sum over $\mathbb{Z}$.

```lean
/-- A series of cosines of arbitrary phases with weights `1/(n+1)³` converges. -/
theorem summable_cos (f : ℕ → ℝ) :
    Summable fun n : ℕ => cos (f n) / ((n : ℝ) + 1) ^ 3 := by
  have h0 : Summable fun n : ℕ => 1 / (n : ℝ) ^ 3 :=
    Real.summable_one_div_nat_pow.mpr (by norm_num)
  have h1 : Summable fun n : ℕ => 1 / ((n : ℝ) + 1) ^ 3 := by
    exact_mod_cast (summable_nat_add_iff 1).mpr h0
  refine Summable.of_norm_bounded (g := fun n : ℕ => 1 / ((n : ℝ) + 1) ^ 3) h1 fun n => ?_
  have hp : 0 < ((n : ℝ) + 1) ^ 3 := by positivity
  rw [Real.norm_eq_abs, abs_div, abs_of_pos hp]
  exact div_le_div_of_nonneg_right (abs_cos_le_one _) hp.le

/-- The sum of `cos(θ + n q) / |n|³` over all nonzero integers `n` converges to
`2 S(q) cos θ`. -/
theorem lattice_sum (q θ : ℝ) :
    HasSum (fun n : ℤ => if n = 0 then (0 : ℝ) else cos (θ + n * q) / |(n : ℝ)| ^ 3)
      (2 * S q * cos θ) := by
  obtain ⟨f, hf⟩ : ∃ f : ℤ → ℝ, f = fun n : ℤ =>
      if n = 0 then (0 : ℝ) else cos (θ + n * q) / |(n : ℝ)| ^ 3 := ⟨_, rfl⟩
  rw [← hf]
  have ha := summable_cos fun n : ℕ => θ + ((n : ℝ) + 1) * q
  have hb := summable_cos fun n : ℕ => θ - ((n : ℝ) + 1) * q
  have hp : ∀ n : ℕ, |(n : ℝ) + 1| = n + 1 := fun n => abs_of_pos (by positivity)
  have e1 : ∀ n : ℕ, f (n + 1) = cos (θ + ((n : ℝ) + 1) * q) / ((n : ℝ) + 1) ^ 3 := by
    intro n
    have h0 : ¬ ((n : ℤ) + 1 = 0) := by omega
    simp only [hf, if_neg h0, Int.cast_add, Int.cast_natCast, Int.cast_one, hp]
  have e2 : ∀ n : ℕ, f (-(n + 1)) = cos (θ - ((n : ℝ) + 1) * q) / ((n : ℝ) + 1) ^ 3 := by
    intro n
    have h0 : ¬ (-((n : ℤ) + 1) = 0) := by omega
    simp only [hf, if_neg h0, Int.cast_neg, Int.cast_add, Int.cast_natCast, Int.cast_one,
      abs_neg, hp, neg_mul, sub_eq_add_neg]
  have hf0 : f 0 = 0 := by simp [hf]
  -- neighbours to the right and to the left pair up: the sine terms cancel
  have hsum : (∑' n : ℕ, cos (θ + ((n : ℝ) + 1) * q) / ((n : ℝ) + 1) ^ 3)
      + (∑' n : ℕ, cos (θ - ((n : ℝ) + 1) * q) / ((n : ℝ) + 1) ^ 3) = 2 * S q * cos θ := by
    unfold S
    rw [← ha.tsum_add hb, ← tsum_mul_left, ← tsum_mul_right]
    refine tsum_congr fun n => ?_
    rw [cos_add, cos_sub]
    ring
  have h := HasSum.of_add_one_of_neg_add_one (f := f)
    (by simp only [e1]; exact ha.hasSum) (by simp only [e2]; exact hb.hasSum)
  rw [hf0, add_zero, hsum] at h
  exact h
```

Step 3. For $d>0$, any real $\alpha,q,\varphi$, each axis and each site, the field sum converges and the force map multiplies the wave by `sqFreq α d q i`. Convergence is stated because a divergent `∑'` is $0$ in Lean. `hterm` factors each term into the scalar of step 2 times $(w_i/d^3)e_i$, and `hs` rewrites the multiplier.

```lean
/-- For a wave polarized along axis `i` the dipole field sum over the chain converges, and
the dipole at `m` plus `α` times that sum is `sqFreq` times the dipole at `m`. -/
theorem normal_mode (α d q φ : ℝ) (hd : 0 < d) (i : Fin 3) (m : ℤ) :
    (Summable fun n : ℤ => chainCoupling d n *ᵥ wave q φ i (m + n)) ∧
    wave q φ i m + α • ∑' n : ℤ, chainCoupling d n *ᵥ wave q φ i (m + n)
      = sqFreq α d q i • wave q φ i m := by
  have hterm : ∀ n : ℤ, chainCoupling d n *ᵥ wave q φ i (m + n) =
      (if n = 0 then (0 : ℝ) else cos (q * m + φ + n * q) / |(n : ℝ)| ^ 3) •
        ((axisWeight i / d ^ 3) • (Pi.single i 1 : Fin 3 → ℝ)) := by
    intro n
    by_cases hn : n = 0
    · simp [chainCoupling, hn]
    · have hn' : (n : ℝ) ≠ 0 := Int.cast_ne_zero.mpr hn
      have hz : (n : ℝ) * d ≠ 0 := mul_ne_zero hn' hd.ne'
      have hna : |(n : ℝ)| ≠ 0 := abs_ne_zero.mpr hn'
      have hT : dipoleTensor ![0, 0, n * d]
          = diagonal ((|(n : ℝ) * d| ^ 3)⁻¹ • axisWeight) := by
        rw [Matrix.diagonal_smul, ← dipoleTensor_axis _ hz, smul_smul,
          inv_mul_cancel₀ (pow_ne_zero 3 (abs_ne_zero.mpr hz)), one_smul]
      have harg : q * ((m + n : ℤ) : ℝ) + φ = q * m + φ + n * q := by
        push_cast
        ring
      ext j
      simp only [chainCoupling, if_neg hn, hT, wave, harg, Matrix.mulVec_diagonal,
        Pi.smul_apply, smul_eq_mul]
      by_cases hj : j = i
      · subst hj
        rw [abs_mul, abs_of_pos hd]
        ring
      · simp [Pi.single_eq_of_ne hj]
  have key : HasSum (fun n : ℤ => chainCoupling d n *ᵥ wave q φ i (m + n))
      ((2 * S q * cos (q * m + φ)) •
        ((axisWeight i / d ^ 3) • (Pi.single i 1 : Fin 3 → ℝ))) := by
    simp only [hterm]
    exact (lattice_sum q (q * m + φ)).smul_const _
  have hs : sqFreq α d q i = 1 + α * (2 * S q * (axisWeight i / d ^ 3)) := by
    fin_cases i <;> simp [sqFreq, transSq, longSq, axisWeight] <;> ring
  refine ⟨key.summable, ?_⟩
  rw [key.tsum_eq, hs]
  ext j
  simp only [wave, Pi.add_apply, Pi.smul_apply, smul_eq_mul]
  ring
```

Step 4. `S_zero` matches the series with Mathlib's series for the zeta function, `S_bounds` compares termwise, and `S_eq_zeta3_iff` obtains strict inequality from the nearest-neighbour term by `Summable.tsum_lt_tsum`.

```lean
/-- At zero wave number the lattice sum equals `ζ(3)`. -/
theorem S_zero : S 0 = zeta3 := by
  have h : ((S 0 : ℝ) : ℂ) = riemannZeta 3 := by
    rw [zeta_eq_tsum_one_div_nat_add_one_cpow (s := 3) (by simp)]
    unfold S
    rw [Complex.ofReal_tsum]
    refine tsum_congr fun n => ?_
    simp
  rw [zeta3, ← h, Complex.ofReal_re]

/-- The lattice sum lies between `-ζ(3)` and `ζ(3)` for every wave number. -/
theorem S_bounds (q : ℝ) : -zeta3 ≤ S q ∧ S q ≤ zeta3 := by
  rw [← S_zero]
  unfold S
  constructor
  · rw [← tsum_neg]
    refine Summable.tsum_le_tsum (fun n => ?_) (summable_cos _).neg (summable_cos _)
    rw [mul_zero, cos_zero, ← neg_div]
    exact div_le_div_of_nonneg_right (neg_one_le_cos _) (by positivity)
  · refine Summable.tsum_le_tsum (fun n => ?_) (summable_cos _) (summable_cos _)
    rw [mul_zero, cos_zero]
    exact div_le_div_of_nonneg_right (cos_le_one _) (by positivity)

/-- The lattice sum equals `ζ(3)` exactly when `q` is an integer multiple of `2π`. -/
theorem S_eq_zeta3_iff (q : ℝ) : S q = zeta3 ↔ ∃ k : ℤ, k * (2 * π) = q := by
  rw [← S_zero]
  constructor
  · intro h
    rw [← Real.cos_eq_one_iff]
    by_contra hc
    -- the nearest-neighbour term is then strictly below its value at `q = 0`
    have hlt : S q < S 0 := by
      unfold S
      refine Summable.tsum_lt_tsum (i := 0) (fun n => ?_) ?_ (summable_cos _) (summable_cos _)
      · simp only [mul_zero, cos_zero]
        exact div_le_div_of_nonneg_right (cos_le_one _) (by positivity)
      · simpa using lt_of_le_of_ne (cos_le_one q) hc
    exact hlt.ne h
  · rintro ⟨k, rfl⟩
    unfold S
    refine tsum_congr fun n => ?_
    have e : ((n : ℝ) + 1) * (k * (2 * π)) = (((n + 1) * k : ℤ) : ℝ) * (2 * π) := by
      push_cast
      ring
    rw [e, Real.cos_int_mul_two_pi, mul_zero, cos_zero]
```

Steps 5 and 6. The identity `h` in `longSq_min` is the difference $L(q)-L(0)$; positivity of $4\alpha/d^3$ yields the bound and the equality case. `transSq_ge_half` uses the lower half of `S_bounds`.

```lean
/-- The longitudinal squared frequency equals `1 - 4 α ζ(3) / d³` at `q = 0`, is never below
this value, and takes it exactly when `q` is an integer multiple of `2π`. -/
theorem longSq_min (α d : ℝ) (hα : 0 < α) (hd : 0 < d) (q : ℝ) :
    longSq α d 0 = 1 - 4 * α * zeta3 / d ^ 3 ∧ longSq α d 0 ≤ longSq α d q ∧
    (longSq α d q = longSq α d 0 ↔ ∃ k : ℤ, k * (2 * π) = q) := by
  have h : longSq α d q - longSq α d 0 = 4 * α / d ^ 3 * (zeta3 - S q) := by
    rw [longSq, longSq, S_zero]
    ring
  have hc : 0 < 4 * α / d ^ 3 := by positivity
  refine ⟨by rw [longSq, S_zero], ?_, ?_⟩
  · have := mul_nonneg hc.le (sub_nonneg.mpr (S_bounds q).2)
    linarith
  · rw [← S_eq_zeta3_iff, ← sub_eq_zero, h, mul_eq_zero, or_iff_right hc.ne', sub_eq_zero,
      eq_comm]

/-- If `d³ ≥ 4 ζ(3) α`, the transverse squared frequency is at least `1/2` for every `q`. -/
theorem transSq_ge_half (α d : ℝ) (hα : 0 < α) (hd : 0 < d)
    (h : 4 * zeta3 * α ≤ d ^ 3) (q : ℝ) : 1 / 2 ≤ transSq α d q := by
  have h1 : -(1 / 2) ≤ 2 * α * S q / d ^ 3 := by
    rw [le_div_iff₀ (by positivity)]
    nlinarith [mul_le_mul_of_nonneg_left (S_bounds q).1 hα.le]
  rw [transSq]
  linarith
```

The main theorem concerns the functions `longSq` and `transSq` for $\alpha,d>0$ and all real $q$; their link to the chain is `normal_mode`. "Stable" means nonnegative, so the marginal case $L(0)=0$ is included. `h0` is the equivalence at $q=0$, and the two previous theorems extend it to every $q$.

```lean
/-- The longitudinal and transverse squared frequencies of the chain are nonnegative for all
wave numbers if and only if `d³ ≥ 4 ζ(3) α`. -/
theorem chain_stable_iff (α d : ℝ) (hα : 0 < α) (hd : 0 < d) :
    (∀ q, 0 ≤ longSq α d q ∧ 0 ≤ transSq α d q) ↔ 4 * zeta3 * α ≤ d ^ 3 := by
  -- the threshold is set by the longitudinal branch at `q = 0`
  have h0 : 0 ≤ longSq α d 0 ↔ 4 * zeta3 * α ≤ d ^ 3 := by
    rw [longSq, S_zero, sub_nonneg, div_le_one (by positivity)]
    constructor <;> intro h <;> linarith
  constructor
  · intro h
    exact h0.mp (h 0).1
  · intro h q
    refine ⟨(h0.mpr h).trans (longSq_min α d hα hd q).2.1, ?_⟩
    have := transSq_ge_half α d hα hd h q
    linarith

end

end DipoleChainDispersion
```

```lean
#print axioms DipoleChainDispersion.normal_mode
#print axioms DipoleChainDispersion.chain_stable_iff
```

```
'DipoleChainDispersion.normal_mode' depends on axioms: [propext, Classical.choice, Quot.sound]
'DipoleChainDispersion.chain_stable_iff' depends on axioms: [propext, Classical.choice, Quot.sound]
```

## Alternative statement and practice

The remarks below, like the pair example and the numbers above, are not theorems of the file. Stability could instead be stated as nonnegativity of the quadratic form of the force map on square-summable dipole configurations. That would cover arbitrary such configurations, not only single waves, and Fourier analysis on $\mathbb{Z}$ is one way to reduce it to $L$ and $P$.

A periodic calculation forms, at each sampled $q$, the matrix $I+\alpha\sum_{n\ne0}T(nd\,e_z)e^{\mathrm{i}nq}$, diagonalises it and takes square roots of the eigenvalues; here it is $\mathrm{diag}(P,P,L)$. Cutting the sum at $|n|\le N$ lowers $S(0)$ by $\sum_{n>N}1/n^3$, about $1/(2N^2)$ for large $N$, and a grid that omits $q=0$ misses the longitudinal minimum, so either can hide an instability just past the threshold. Damping $T$ at short range can change the lattice sum and with it the threshold.
